# One-orbital entropy of a two-orbital singlet with equally weighted ionic configurations: between ln 2 and ln 4

## Stretching H₂

In the simplest molecular-orbital picture of H₂, both electrons occupy the bonding orbital, and they are found on the same atom half of the time. As the atoms are pulled apart, the ground state loses these ionic configurations, and one electron stays on each atom. How does the entanglement between the two atomic orbitals change as the ionic weight changes?

Let A and B be orthonormal orbitals, one centred on each atom. Each is empty, singly occupied with spin up or down, or doubly occupied. Every two-electron singlet in these orbitals has the form

Ψ = a |A²⟩ + b |B²⟩ + c (|↑,↓⟩ − |↓,↑⟩),

where the first arrow refers to A and the second to B. Normalisation and the ionic weight x are

|a|² + |b|² + 2|c|² = 1,  x = |a|² + |b|².

In H₂ the two atoms are equivalent, so a state of definite symmetry under their exchange has a = ±b. The result needs only |a| = |b|. A polar bond generally violates this condition.

## Spectrum and entropy bounds

For a normalised singlet with |a| = |b|, the reduced density matrix of A has eigenvalues x/2, (1−x)/2, (1−x)/2, x/2. Its entropy S satisfies

ln 2 ≤ S ≤ ln 4,

with S = ln 2 exactly when x is 0 or 1, and S = ln 4 exactly when x = 1/2.

In Lean, `singlet a b c` is the 4×4 matrix ψ of coefficients, with rows for the states of A and columns for those of B, both in the order empty, up, down, double. `reduced` forms ψψᴴ, which traces out B. `entropy` sums −p ln p over the roots of the characteristic polynomial, counted with multiplicity; it takes the real part of each root, which changes nothing for a density matrix. `ionicWeight a b` is x. The hypotheses `hn` and `hs` are normalisation and |a| = |b|.

The spectrum is stated in `eigenvalues_symmetric` as an equality of multisets, so the order of the list has no meaning. The bounds and both equality cases are in `entropy_bounds`. The model contains no Hamiltonian and no bond length, and the orthonormality of A and B is built into reading ψ as a table of amplitudes.

## From amplitudes to binary entropy

The nonzero entries of ψ are b in (empty, double), c in (up, down), −c in (down, up) and a in (double, empty). Each row has at most one nonzero entry, and these lie in different columns. Different rows are therefore orthogonal, and

ψψᴴ = diag(|b|², |c|², |c|², |a|²).

Write η(p) = −p ln p, with η(0) = 0. Then

S = η(|a|²) + η(|b|²) + 2η(|c|²).

Normalisation and |a| = |b| give |a|² = |b|² = x/2 and |c|² = (1−x)/2, hence the stated eigenvalues and

S = 2η(x/2) + 2η((1−x)/2).

Halving a probability gives

η(y/2) = −(y/2)(ln y − ln 2) = [η(y) + y ln 2]/2

for y > 0, and both sides vanish at y = 0. Using this for y = x and y = 1−x,

S = η(x) + η(1−x) + [x + (1−x)] ln 2 = ln 2 + h(x),

where h(x) = η(x) + η(1−x) is the binary entropy.

Both terms of h are nonnegative on [0,1] and positive for 0 < x < 1, so h vanishes only at the endpoints. Its derivative, ln((1−x)/x), is positive below x = 1/2 and negative above, so the maximum h(1/2) = ln 2 is reached only there. Since ln 4 = 2 ln 2, the bounds and equality cases follow.

## Covalent, ionic and uncorrelated limits

At x = 0 one electron sits in each orbital, and only the spin in A is undetermined: the eigenvalues are 0, 1/2, 1/2, 0. At x = 1 only the charge is undetermined, since A is empty or doubly occupied with equal probability.

For uncorrelated H₂, expanding the doubly occupied orbital (A+B)/√2 gives

Ψ = ½ (|A²⟩ + |B²⟩ + |↑,↓⟩ − |↓,↑⟩).

Thus a = b = c = 1/2, x = 1/2 and S = ln 4. In this two-orbital model with localised orbitals, this single determinant has the largest possible entropy, so a high one-orbital entropy does not by itself signal strong correlation.

Now put both electrons in A, so that a = 1 and b = c = 0. This state has x = 1 but S = 0, because A is certainly doubly occupied. Here |a| ≠ |b|, and the lower bound fails.

## Computing the eigenvalues from occupations

In a calculation with fixed particle number and spin projection, the one-orbital eigenvalues follow from the mean occupations n↑ and n↓ and the double occupancy d = ⟨n̂↑n̂↓⟩, where n̂↑ and n̂↓ are the number operators of the orbital:

1 − n↑ − n↓ + d,  n↑ − d,  n↓ − d,  d.

A normalised singlet with |a| = |b| has n↑ = n↓ = 1/2 and d = x/2, which reproduces the spectrum above. Code should set the entropy contribution of a zero eigenvalue to zero explicitly, since a direct evaluation of 0·log 0 in floating point gives NaN.

## The Lean file

```lean
import Mathlib

open Matrix Polynomial

namespace TwoOrbitalSinglet

noncomputable section

/-- Coefficient matrix of a two-electron singlet in orbitals A (rows) and B (columns), in the
local basis empty, up, down, double. The amplitudes are `a` for both electrons in A, `b` for both
in B, and `c`, `-c` for the two configurations with one electron in each orbital. -/
def singlet (a b c : ℂ) : Matrix (Fin 4) (Fin 4) ℂ :=
  !![0, 0, 0, b; 0, 0, c, 0; 0, -c, 0, 0; a, 0, 0, 0]

/-- Reduced density matrix of orbital A, obtained by tracing out orbital B. -/
def reduced (ψ : Matrix (Fin 4) (Fin 4) ℂ) : Matrix (Fin 4) (Fin 4) ℂ := ψ * ψᴴ

/-- Von Neumann entropy: the sum of `-p ln p` over the eigenvalues `p` of a density matrix,
counted with multiplicity. -/
def entropy (ρ : Matrix (Fin 4) (Fin 4) ℂ) : ℝ :=
  (ρ.charpoly.roots.map (fun z => Real.negMulLog z.re)).sum

/-- Ionic weight: the total probability that both electrons sit in the same orbital. -/
def ionicWeight (a b : ℂ) : ℝ := ‖a‖ ^ 2 + ‖b‖ ^ 2

/-- The reduced density matrix of orbital A is diagonal in the basis empty, up, down, double. -/
theorem reduced_singlet (a b c : ℂ) :
    reduced (singlet a b c) =
      diagonal (fun i => ((![‖b‖ ^ 2, ‖c‖ ^ 2, ‖c‖ ^ 2, ‖a‖ ^ 2] i : ℝ) : ℂ)) := by
  ext i j
  fin_cases i <;> fin_cases j <;>
    simp [reduced, singlet, Matrix.mul_apply, Fin.sum_univ_four, Complex.mul_conj,
      Complex.normSq_eq_norm_sq]

/-- The eigenvalues of a diagonal matrix, with multiplicity, are its diagonal entries. -/
theorem roots_charpoly_diagonal (d : Fin 4 → ℂ) :
    (diagonal d).charpoly.roots = Finset.univ.val.map d := by
  have h : (diagonal d).charmatrix = diagonal (fun i => (X : ℂ[X]) - C (d i)) := by
    refine Matrix.ext fun i j => ?_
    by_cases hij : i = j
    · subst hij
      simp
    · simp [hij]
  have hp : ∏ i, ((X : ℂ[X]) - C (d i)) =
      ((Finset.univ.val.map d).map (fun z => (X : ℂ[X]) - C z)).prod := by
    rw [Multiset.map_map]
    rfl
  rw [Matrix.charpoly, h, Matrix.det_diagonal, hp, Polynomial.roots_multiset_prod_X_sub_C]

/-- One-orbital entropy of a two-orbital singlet with arbitrary amplitudes. -/
theorem entropy_singlet (a b c : ℂ) :
    entropy (reduced (singlet a b c)) =
      Real.negMulLog (‖a‖ ^ 2) + Real.negMulLog (‖b‖ ^ 2) + 2 * Real.negMulLog (‖c‖ ^ 2) := by
  unfold entropy
  rw [reduced_singlet, roots_charpoly_diagonal, Multiset.map_map]
  change ∑ i : Fin 4, Real.negMulLog
    (((![‖b‖ ^ 2, ‖c‖ ^ 2, ‖c‖ ^ 2, ‖a‖ ^ 2] i : ℝ) : ℂ)).re = _
  simp only [Complex.ofReal_re, Fin.sum_univ_four]
  change Real.negMulLog (‖b‖ ^ 2) + Real.negMulLog (‖c‖ ^ 2) + Real.negMulLog (‖c‖ ^ 2)
    + Real.negMulLog (‖a‖ ^ 2) = _
  ring

/-- For a normalised singlet with equally weighted ionic configurations and ionic weight `x`,
the one-orbital eigenvalues are `x/2, (1-x)/2, (1-x)/2, x/2`. -/
theorem eigenvalues_symmetric (a b c : ℂ) (hn : ‖a‖ ^ 2 + ‖b‖ ^ 2 + 2 * ‖c‖ ^ 2 = 1)
    (hs : ‖a‖ = ‖b‖) :
    (reduced (singlet a b c)).charpoly.roots = Finset.univ.val.map (fun i =>
      ((![ionicWeight a b / 2, (1 - ionicWeight a b) / 2,
          (1 - ionicWeight a b) / 2, ionicWeight a b / 2] i : ℝ) : ℂ)) := by
  have ha : ‖a‖ ^ 2 = ionicWeight a b / 2 := by unfold ionicWeight; rw [hs]; ring
  have hb : ‖b‖ ^ 2 = ionicWeight a b / 2 := by unfold ionicWeight; rw [hs]; ring
  have hc : ‖c‖ ^ 2 = (1 - ionicWeight a b) / 2 := by unfold ionicWeight; linarith
  rw [reduced_singlet, roots_charpoly_diagonal, ha, hb, hc]

/-- For a normalised singlet with equally weighted ionic configurations, the one-orbital entropy is
`ln 2` plus the binary entropy of the ionic weight. -/
theorem entropy_symmetric (a b c : ℂ) (hn : ‖a‖ ^ 2 + ‖b‖ ^ 2 + 2 * ‖c‖ ^ 2 = 1)
    (hs : ‖a‖ = ‖b‖) :
    entropy (reduced (singlet a b c)) = Real.log 2 + Real.binEntropy (ionicWeight a b) := by
  have ha : ‖a‖ ^ 2 = ionicWeight a b / 2 := by unfold ionicWeight; rw [hs]; ring
  have hb : ‖b‖ ^ 2 = ionicWeight a b / 2 := by unfold ionicWeight; rw [hs]; ring
  have hc : ‖c‖ ^ 2 = (1 - ionicWeight a b) / 2 := by unfold ionicWeight; linarith
  -- splitting a probability into two equal halves adds `ln 2` per unit of probability
  have half : ∀ y : ℝ, Real.negMulLog (y / 2) = (Real.negMulLog y + y * Real.log 2) / 2 := by
    intro y
    by_cases hy : y = 0
    · simp [hy]
    · unfold Real.negMulLog
      rw [Real.log_div hy two_ne_zero]
      ring
  rw [entropy_singlet, ha, hb, hc, half, half,
    Real.binEntropy_eq_negMulLog_add_negMulLog_one_sub]
  ring

/-- The one-orbital entropy of a normalised singlet with equally weighted ionic configurations
lies between `ln 2` and `ln 4`. It is `ln 2` exactly for ionic weight 0 or 1, and `ln 4` exactly
for ionic weight 1/2. -/
theorem entropy_bounds (a b c : ℂ) (hn : ‖a‖ ^ 2 + ‖b‖ ^ 2 + 2 * ‖c‖ ^ 2 = 1)
    (hs : ‖a‖ = ‖b‖) :
    Real.log 2 ≤ entropy (reduced (singlet a b c)) ∧
    entropy (reduced (singlet a b c)) ≤ Real.log 4 ∧
    (entropy (reduced (singlet a b c)) = Real.log 2 ↔
      ionicWeight a b = 0 ∨ ionicWeight a b = 1) ∧
    (entropy (reduced (singlet a b c)) = Real.log 4 ↔ ionicWeight a b = 1 / 2) := by
  have h0 : 0 ≤ ionicWeight a b := by unfold ionicWeight; positivity
  have h1 : ionicWeight a b ≤ 1 := by
    unfold ionicWeight
    nlinarith [sq_nonneg ‖c‖]
  have h4 : Real.log 4 = 2 * Real.log 2 := by
    rw [show (4 : ℝ) = 2 ^ 2 by norm_num, Real.log_pow]
    norm_num
  rw [entropy_symmetric a b c hn hs, h4]
  generalize ionicWeight a b = x at h0 h1 ⊢
  have hlow : 0 ≤ Real.binEntropy x := Real.binEntropy_nonneg h0 h1
  have hup : Real.binEntropy x ≤ Real.log 2 := Real.binEntropy_le_log_two
  refine ⟨by linarith, by linarith, ⟨fun h => ?_, fun h => ?_⟩, ⟨fun h => ?_, fun h => ?_⟩⟩
  · -- strictly between 0 and 1 the binary entropy is positive
    by_contra hx
    rw [not_or] at hx
    have hpos := Real.binEntropy_pos (lt_of_le_of_ne h0 (Ne.symm hx.1)) (lt_of_le_of_ne h1 hx.2)
    linarith
  · rcases h with h | h <;> simp [h]
  · have hx := Real.binEntropy_eq_log_two.mp (show Real.binEntropy x = Real.log 2 by linarith)
    rw [hx]
    norm_num
  · have hx := Real.binEntropy_eq_log_two.mpr (show x = 2⁻¹ by rw [h]; norm_num)
    linarith

/-- For every `x` in [0,1], the amplitudes `√(x/2), √(x/2), √((1-x)/2)` are normalised and have
ionic weight `x`. -/
theorem ionicWeight_witness (x : ℝ) (h0 : 0 ≤ x) (h1 : x ≤ 1) :
    ‖(√(x / 2) : ℂ)‖ ^ 2 + ‖(√(x / 2) : ℂ)‖ ^ 2 + 2 * ‖(√((1 - x) / 2) : ℂ)‖ ^ 2 = 1 ∧
    ionicWeight (√(x / 2) : ℂ) (√(x / 2) : ℂ) = x := by
  have e1 : ‖(√(x / 2) : ℂ)‖ ^ 2 = x / 2 := by
    rw [Complex.norm_real, Real.norm_eq_abs, sq_abs, Real.sq_sqrt (by linarith)]
  have e2 : ‖(√((1 - x) / 2) : ℂ)‖ ^ 2 = (1 - x) / 2 := by
    rw [Complex.norm_real, Real.norm_eq_abs, sq_abs, Real.sq_sqrt (by linarith)]
  unfold ionicWeight
  rw [e1, e2]
  constructor <;> ring

/-- For the amplitudes `a = b = c = 1/2` the one-orbital entropy is `ln 4`. -/
theorem entropy_uncorrelated_H2 :
    entropy (reduced (singlet (1 / 2) (1 / 2) (1 / 2))) = Real.log 4 := by
  refine (entropy_bounds _ _ _ ?_ rfl).2.2.2.mpr ?_
  · norm_num
  · unfold ionicWeight
    norm_num

/-- With both electrons in orbital A (`a = 1`, `b = c = 0`) the one-orbital entropy is zero. -/
theorem entropy_single_ionic : entropy (reduced (singlet 1 0 0)) = 0 := by
  rw [entropy_singlet]
  simp

end

end TwoOrbitalSinglet
```

```lean
#print axioms TwoOrbitalSinglet.eigenvalues_symmetric
-- 'TwoOrbitalSinglet.eigenvalues_symmetric' depends on axioms: [propext, Classical.choice, Quot.sound]
#print axioms TwoOrbitalSinglet.entropy_bounds
-- 'TwoOrbitalSinglet.entropy_bounds' depends on axioms: [propext, Classical.choice, Quot.sound]
#print axioms TwoOrbitalSinglet.entropy_uncorrelated_H2
-- 'TwoOrbitalSinglet.entropy_uncorrelated_H2' depends on axioms: [propext, Classical.choice, Quot.sound]
#print axioms TwoOrbitalSinglet.entropy_single_ionic
-- 'TwoOrbitalSinglet.entropy_single_ionic' depends on axioms: [propext, Classical.choice, Quot.sound]
```

## How the proof follows the calculation

`reduced_singlet` computes ψψᴴ. The `fin_cases` calls split the matrix identity into its sixteen entries, and `simp` evaluates each one. `roots_charpoly_diagonal` writes the characteristic polynomial of a diagonal matrix as a product of linear factors and reads off the roots. Together they give `entropy_singlet`, which holds for arbitrary amplitudes, normalised or not.

`eigenvalues_symmetric` and `entropy_symmetric` both derive the squared moduli from `hn` and `hs`. In the second, the local statement `half` is the halving identity, with y = 0 treated separately, and `ring` collects the terms into ln 2 + h(x).

`entropy_bounds` first shows 0 ≤ x ≤ 1, then rewrites S and replaces the ionic weight by a single real variable. Mathlib supplies the properties of h that the derivation obtained from signs and the derivative: nonnegativity, positivity inside the interval, and the maximum with its equality case.

`ionicWeight_witness` gives normalised amplitudes with a = b for every x in [0,1], so the whole range occurs. `entropy_uncorrelated_H2` applies the equality case at x = 1/2 to the amplitudes 1/2, 1/2, 1/2; the orbital expansion that produces them is the one done by hand above. `entropy_single_ionic` evaluates the general entropy formula for a = 1, b = c = 0.
